# Metropolis species changes and swaps on an alloy lattice: detailed balance for the semigrand weight

An alloy on a rigid lattice is specified by the species on each site. In contact with a heat bath and with reservoirs of atoms, a configuration $\sigma$ with energy $E(\sigma)$ and $N_a(\sigma)$ atoms of species $a$ has probability proportional to
$$\pi(\sigma)=\exp\Big[-\beta\Big(E(\sigma)-\sum_a \mu_a N_a(\sigma)\Big)\Big],$$
with $\beta$ the inverse temperature and $\mu_a$ the chemical potentials. A Monte Carlo simulation can change the species on one site or exchange the occupants of two sites, and the question is whether these moves, with Metropolis acceptance, leave $\pi$ unchanged. For a finite fixed lattice with occupations as the only variables, the answer covers any energy function, be it a cluster expansion or an interatomic potential evaluated on the lattice.

## The objects

```lean
import Mathlib

open Finset

namespace AlloyMonteCarlo

noncomputable section

variable {X ι S : Type*} [Fintype X] [DecidableEq X]
  [Fintype ι] [DecidableEq ι] [Fintype S] [DecidableEq S]
```

`ι` is the finite set of sites and `S` the finite set of species, with sizes $L$ (`Fintype.card ι`) and $K$ (`Fintype.card S`). A configuration is a function `ι → S`, and `σ i` is the occupant $\sigma_i$ of site $i$. `X` is any finite state space; in definitions over `X`, inside the proof of `semigrand_metropolis` and in the closing remarks on acceptance rules the letters $a,b,c$ denote states; elsewhere $a$ is a species.

```lean
/-- A proposal matrix that is nonnegative, symmetric and has unit row sums. -/
structure IsSymmStochastic (q : X → X → ℝ) : Prop where
  nonneg : ∀ a b, 0 ≤ q a b
  symm : ∀ a b, q a b = q b a
  row : ∀ a, ∑ b, q a b = 1
```

A matrix is a function `X → X → ℝ`, and `q a b` is the probability $q(a,b)$ of proposing $b$ from $a$. The structure bundles three conditions: $q(a,b)\ge 0$, $q(a,b)=q(b,a)$ and $\sum_b q(a,b)=1$.

```lean
/-- A transition matrix that is stochastic, in detailed balance with the weight `π`,
and leaves `π` stationary. -/
structure IsReversibleKernel (π : X → ℝ) (P : X → X → ℝ) : Prop where
  nonneg : ∀ a b, 0 ≤ P a b
  row : ∀ a, ∑ b, P a b = 1
  balance : ∀ a b, π a * P a b = π b * P b a
  stationary : ∀ b, ∑ a, π a * P a b = π b
```

For a transition matrix $P$ the conditions are nonnegative entries, unit row sums, detailed balance $\pi(a)P(a,b)=\pi(b)P(b,a)$, and stationarity $\sum_a\pi(a)P(a,b)=\pi(b)$. The last two are linear in $\pi$, so they pass from an unnormalised weight to the probabilities $\pi/Z$ with $Z=\sum_a\pi(a)$.

```lean
/-- Metropolis matrix: a proposed move `a → b` is accepted with probability
`min 1 (π b / π a)`, and the remaining mass stays on the diagonal. -/
def metropolis (π : X → ℝ) (q : X → X → ℝ) (a b : X) : ℝ :=
  if a = b then 1 - ∑ c ∈ univ.erase a, q a c * min 1 (π c / π a)
  else q a b * min 1 (π b / π a)
```

`univ.erase a` is the set of all states except $a$. With acceptance $A(a,b)=\min(1,\pi(b)/\pi(a))$,
$$P(a,b)=q(a,b)A(a,b)\quad(a\ne b),\qquad P(a,a)=1-\sum_{c\ne a}q(a,c)A(a,c).$$
For stochastic $q$ the diagonal equals $q(a,a)+\sum_{c\ne a}q(a,c)\,(1-A(a,c))$: proposals to stay, plus rejections.

```lean
/-- Number of sites occupied by species `a` in the configuration `σ`. -/
def numAtoms (a : S) (σ : ι → S) : ℕ := (univ.filter fun i => σ i = a).card
```

This is $N_a(\sigma)$, the number of sites $i$ with $\sigma_i=a$.

```lean
/-- Semigrand-canonical weight `exp(-β (E - ∑ μ_a N_a))`. -/
def weight (β : ℝ) (E : (ι → S) → ℝ) (μ : S → ℝ) (σ : ι → S) : ℝ :=
  Real.exp (-β * (E σ - ∑ a, μ a * (numAtoms a σ : ℝ)))
```

This is $\pi(\sigma)$, unnormalised. The energy function, the $\mu_a$ and $\beta$ are arbitrary and real; no sign of $\beta$ is assumed.

```lean
/-- Canonical weight `exp(-β E)` on configurations of composition `n`, zero elsewhere. -/
def canonicalWeight (β : ℝ) (E : (ι → S) → ℝ) (n : S → ℕ) (σ : ι → S) : ℝ :=
  if ∀ a, numAtoms a σ = n a then Real.exp (-β * E σ) else 0
```

For a composition $n=(n_a)$, the weight $w_n(\sigma)$ is $e^{-\beta E(\sigma)}$ if $N_a(\sigma)=n_a$ for all $a$, and zero otherwise.

```lean
/-- Species change: pick a site uniformly, then a different species uniformly. -/
def flipProposal (σ τ : ι → S) : ℝ :=
  (∑ i, ∑ s ∈ univ.erase (σ i), if τ = Function.update σ i s then (1 : ℝ) else 0) /
    ((Fintype.card ι : ℝ) * ((Fintype.card S : ℝ) - 1))
```

`Function.update σ i s` is $\sigma^{i\to s}$, the configuration $\sigma$ with species $s$ on site $i$. With $[\cdot]$ equal to 1 for a true statement and 0 otherwise,
$$q_f(\sigma,\tau)=\frac{1}{L(K-1)}\sum_i\sum_{s\ne\sigma_i}[\tau=\sigma^{i\to s}].$$

```lean
/-- Swap: pick two distinct sites uniformly and exchange their occupants. -/
def swapProposal (σ τ : ι → S) : ℝ :=
  (∑ i, ∑ j ∈ univ.erase i, if τ = σ ∘ Equiv.swap i j then (1 : ℝ) else 0) /
    ((Fintype.card ι : ℝ) * ((Fintype.card ι : ℝ) - 1))
```

`σ ∘ Equiv.swap i j` is $\sigma^{ij}$, which has $\sigma_j$ on site $i$, $\sigma_i$ on site $j$, and agrees with $\sigma$ elsewhere:
$$q_s(\sigma,\tau)=\frac{1}{L(L-1)}\sum_i\sum_{j\ne i}[\tau=\sigma^{ij}].$$
Pairs are ordered, and pairs of like atoms are not excluded; they propose $\sigma$ itself.

```lean
/-- A species change with probability `p`, a swap with probability `1 - p`. -/
def mixedProposal (p : ℝ) (σ τ : ι → S) : ℝ :=
  p * flipProposal σ τ + (1 - p) * swapProposal σ τ
```

The mixture is $q_p=p\,q_f+(1-p)\,q_s$, with a fixed number $p$ that does not depend on the configuration.

## The proposals

```lean
/-- With at least one site and two species, the species change is a symmetric
stochastic proposal. -/
theorem flip_symmStochastic (hι : 1 ≤ Fintype.card ι) (hS : 2 ≤ Fintype.card S) :
    IsSymmStochastic (flipProposal (ι := ι) (S := S)) := by
  have hι' : (1 : ℝ) ≤ Fintype.card ι := by exact_mod_cast hι
  have hS' : (2 : ℝ) ≤ Fintype.card S := by exact_mod_cast hS
  have h1 : 1 ≤ Fintype.card S := by omega
  have hpos : 0 < (Fintype.card ι : ℝ) * ((Fintype.card S : ℝ) - 1) :=
    mul_pos (by linarith) (by linarith)
  -- a change at site i links σ and τ iff they differ at i and agree elsewhere
  have key : ∀ (σ τ : ι → S) (i : ι),
      (∑ s ∈ univ.erase (σ i), if τ = Function.update σ i s then (1 : ℝ) else 0) =
        if τ i ≠ σ i ∧ ∀ j, j ≠ i → τ j = σ j then 1 else 0 := by
    intro σ τ i
    have h : ∀ s, (if τ = Function.update σ i s then (1 : ℝ) else 0) =
        if τ i = s then (if ∀ j, j ≠ i → τ j = σ j then 1 else 0) else 0 := by
      intro s
      rw [← ite_and]
      exact if_congr Function.eq_update_iff rfl rfl
    rw [sum_congr rfl fun s _ => h s, Finset.sum_ite_eq, ← ite_and]
    exact if_congr (by simp) rfl rfl
  refine ⟨fun σ τ => ?_, fun σ τ => ?_, fun σ => ?_⟩
  · exact div_nonneg
      (sum_nonneg fun i _ => sum_nonneg fun s _ => by split_ifs <;> norm_num) hpos.le
  · unfold flipProposal
    congr 1
    refine sum_congr rfl fun i _ => ?_
    rw [key σ τ i, key τ σ i]
    exact if_congr ⟨fun h => ⟨h.1.symm, fun j hj => (h.2 j hj).symm⟩,
      fun h => ⟨h.1.symm, fun j hj => (h.2 j hj).symm⟩⟩ rfl rfl
  · have hc : ∀ i, (∑ τ : ι → S, ∑ s ∈ univ.erase (σ i),
        if τ = Function.update σ i s then (1 : ℝ) else 0) = (Fintype.card S : ℝ) - 1 := by
      intro i
      rw [Finset.sum_comm]
      simp only [Finset.sum_ite_eq', mem_univ, if_true, sum_const, nsmul_eq_mul, mul_one]
      rw [card_erase_of_mem (mem_univ _), card_univ, Nat.cast_sub h1, Nat.cast_one]
    simp only [flipProposal]
    rw [← Finset.sum_div, Finset.sum_comm, sum_congr rfl fun i _ => hc i, sum_const,
      card_univ, nsmul_eq_mul]
    exact div_self hpos.ne'
```

For $L\ge1$ and $K\ge2$, $q_f$ is symmetric and stochastic. The denominator is then positive (`hpos`), which gives nonnegative entries. For symmetry, $\tau=\sigma^{i\to s}$ holds exactly when $\tau_i=s$ and $\tau_j=\sigma_j$ for $j\ne i$, so
$$\sum_{s\ne\sigma_i}[\tau=\sigma^{i\to s}]=[\tau_i\ne\sigma_i \text{ and } \tau_j=\sigma_j \text{ for all } j\ne i].$$
This is `key`, and its right side is unchanged when $\sigma$ and $\tau$ trade places. For the row sum, each choice $(i,s)$ matches exactly one $\tau$, so summing over $\tau$ first gives $K-1$ per site (`hc`) and $L(K-1)$ in all, which cancels the denominator. The three bullets `·` treat the three conditions in turn.

```lean
/-- With at least two sites, the swap is a symmetric stochastic proposal. -/
theorem swap_symmStochastic (hι : 2 ≤ Fintype.card ι) :
    IsSymmStochastic (swapProposal (ι := ι) (S := S)) := by
  have hι' : (2 : ℝ) ≤ Fintype.card ι := by exact_mod_cast hι
  have h1 : 1 ≤ Fintype.card ι := by omega
  have hpos : 0 < (Fintype.card ι : ℝ) * ((Fintype.card ι : ℝ) - 1) :=
    mul_pos (by linarith) (by linarith)
  -- a swap undoes itself
  have key : ∀ (σ τ : ι → S) (i j : ι), τ = σ ∘ Equiv.swap i j → σ = τ ∘ Equiv.swap i j := by
    rintro σ τ i j rfl
    funext k
    simp
  refine ⟨fun σ τ => ?_, fun σ τ => ?_, fun σ => ?_⟩
  · exact div_nonneg
      (sum_nonneg fun i _ => sum_nonneg fun s _ => by split_ifs <;> norm_num) hpos.le
  · unfold swapProposal
    congr 1
    exact sum_congr rfl fun i _ => sum_congr rfl fun j _ =>
      if_congr ⟨key σ τ i j, key τ σ i j⟩ rfl rfl
  · have hc : ∀ i : ι, (∑ τ : ι → S, ∑ j ∈ univ.erase i,
        if τ = σ ∘ Equiv.swap i j then (1 : ℝ) else 0) = (Fintype.card ι : ℝ) - 1 := by
      intro i
      rw [Finset.sum_comm]
      simp only [Finset.sum_ite_eq', mem_univ, if_true, sum_const, nsmul_eq_mul, mul_one]
      rw [card_erase_of_mem (mem_univ _), card_univ, Nat.cast_sub h1, Nat.cast_one]
    simp only [swapProposal]
    rw [← Finset.sum_div, Finset.sum_comm, sum_congr rfl fun i _ => hc i, sum_const,
      card_univ, nsmul_eq_mul]
    exact div_self hpos.ne'
```

For $L\ge2$, $q_s$ is symmetric and stochastic, with no condition on $K$. A swap undoes itself, $(\sigma^{ij})^{ij}=\sigma$, so $\tau=\sigma^{ij}$ if and only if $\sigma=\tau^{ij}$; `key` is one direction and is applied both ways, term by term. Each ordered pair matches one $\tau$, which gives $L-1$ per site $i$ (`hc`) and $L(L-1)$ in all.

## Atom counts and weight ratios

```lean
omit [Fintype S] in
/-- Exchanging the occupants of two sites conserves the number of atoms of each species. -/
theorem numAtoms_swap (a : S) (σ : ι → S) (i j : ι) :
    numAtoms a (σ ∘ Equiv.swap i j) = numAtoms a σ := by
  unfold numAtoms
  exact Finset.card_equiv (Equiv.swap i j) (by simp)
```

$N_a(\sigma^{ij})=N_a(\sigma)$ for every species. The transposition of $i$ and $j$ maps the sites holding $a$ in $\sigma^{ij}$ one-to-one onto those holding $a$ in $\sigma$, and `Finset.card_equiv` equates the counts.

```lean
omit [DecidableEq ι] in
/-- The term `∑ μ_a N_a` is the sum over sites of the occupant's chemical potential. -/
theorem sum_mu_numAtoms (μ : S → ℝ) (σ : ι → S) :
    ∑ a, μ a * (numAtoms a σ : ℝ) = ∑ i, μ (σ i) := by
  simp only [numAtoms, card_filter, Nat.cast_sum, Finset.mul_sum]
  rw [Finset.sum_comm]
  exact sum_congr rfl fun i _ => by simp
```

Writing $N_a=\sum_i[\sigma_i=a]$ and exchanging the sums (`Finset.sum_comm`) gives
$$\sum_a\mu_aN_a=\sum_i\sum_a\mu_a[\sigma_i=a]=\sum_i\mu_{\sigma_i}.$$

```lean
/-- The weight ratio for putting species `s` on site `i` is `exp(-β (ΔE - Δμ))`. -/
theorem weight_ratio_flip (β : ℝ) (E : (ι → S) → ℝ) (μ : S → ℝ) (σ : ι → S) (i : ι) (s : S) :
    weight β E μ (Function.update σ i s) / weight β E μ σ =
      Real.exp (-β * ((E (Function.update σ i s) - E σ) - (μ s - μ (σ i)))) := by
  have h : ∑ j ∈ univ.erase i, μ (Function.update σ i s j) = ∑ j ∈ univ.erase i, μ (σ j) :=
    sum_congr rfl fun j hj => by rw [Function.update_of_ne (ne_of_mem_erase hj)]
  have ha : ∑ j, μ (Function.update σ i s j) = μ s + ∑ j ∈ univ.erase i, μ (σ j) := by
    rw [← Finset.add_sum_erase _ _ (mem_univ i), Function.update_self, h]
  have hb : ∑ j, μ (σ j) = μ (σ i) + ∑ j ∈ univ.erase i, μ (σ j) :=
    (Finset.add_sum_erase _ (fun j => μ (σ j)) (mem_univ i)).symm
  unfold weight
  rw [← Real.exp_sub, sum_mu_numAtoms μ σ, sum_mu_numAtoms μ (Function.update σ i s), ha, hb]
  congr 1
  ring
```

Split the site sums as $\mu_s+R$ for $\sigma^{i\to s}$ (`ha`) and $\mu_{\sigma_i}+R$ for $\sigma$ (`hb`), with $R=\sum_{j\ne i}\mu_{\sigma_j}$. In the ratio $R$ cancels:
$$\frac{\pi(\sigma^{i\to s})}{\pi(\sigma)}=e^{-\beta(\Delta E-\Delta\mu)},\qquad \Delta E=E(\sigma^{i\to s})-E(\sigma),\quad \Delta\mu=\mu_s-\mu_{\sigma_i}.$$

```lean
/-- The weight ratio for a swap is `exp(-β ΔE)`. -/
theorem weight_ratio_swap (β : ℝ) (E : (ι → S) → ℝ) (μ : S → ℝ) (σ : ι → S) (i j : ι) :
    weight β E μ (σ ∘ Equiv.swap i j) / weight β E μ σ =
      Real.exp (-β * (E (σ ∘ Equiv.swap i j) - E σ)) := by
  unfold weight
  simp only [numAtoms_swap]
  rw [← Real.exp_sub]
  congr 1
  ring
```

All $N_a$ are conserved, so the chemical potentials cancel and $\pi(\sigma^{ij})/\pi(\sigma)=e^{-\beta(E(\sigma^{ij})-E(\sigma))}$. The two ratios make the acceptance explicit; the later proofs do not call on them.

## Detailed balance

```lean
/-- For a symmetric stochastic proposal on configurations, the Metropolis matrix is
stochastic, reversible and stationary for the semigrand weight. -/
theorem semigrand_metropolis (β : ℝ) (E : (ι → S) → ℝ) (μ : S → ℝ)
    {q : (ι → S) → (ι → S) → ℝ} (hq : IsSymmStochastic q) :
    IsReversibleKernel (weight β E μ) (metropolis (weight β E μ) q) := by
  have hπ : ∀ σ, 0 < weight β E μ σ := fun σ => Real.exp_pos _
  generalize weight β E μ = π at hπ ⊢
  have row : ∀ σ, ∑ τ, metropolis π q σ τ = 1 := by
    intro σ
    have h : ∑ τ ∈ univ.erase σ, metropolis π q σ τ =
        ∑ τ ∈ univ.erase σ, q σ τ * min 1 (π τ / π σ) :=
      sum_congr rfl fun τ h => by rw [metropolis, if_neg (ne_of_mem_erase h).symm]
    rw [← Finset.add_sum_erase _ _ (mem_univ σ), h, metropolis, if_pos rfl]
    exact sub_add_cancel _ _
  -- weight times acceptance is the smaller of the two weights
  have m : ∀ a b, π a * min 1 (π b / π a) = min (π a) (π b) := by
    intro a b
    have h0 := (hπ a).ne'
    have h : π a * (π b / π a) = π b := by field_simp
    rw [mul_min_of_nonneg _ _ (hπ a).le, mul_one, h]
  have bal : ∀ σ τ, π σ * metropolis π q σ τ = π τ * metropolis π q τ σ := by
    intro σ τ
    by_cases h : σ = τ
    · rw [h]
    · unfold metropolis
      rw [if_neg h, if_neg (Ne.symm h), hq.symm τ σ, mul_left_comm (π σ), m,
        mul_left_comm (π τ), m, min_comm]
  refine ⟨fun σ τ => ?_, row, bal, fun τ => ?_⟩
  · unfold metropolis
    split_ifs
    · -- accepted mass is at most the proposed mass
      rw [sub_nonneg]
      refine le_trans ?_ (hq.row σ).le
      exact (sum_le_sum fun c _ =>
        mul_le_of_le_one_right (hq.nonneg σ c) (min_le_left _ _)).trans
        (sum_le_sum_of_subset_of_nonneg (erase_subset _ _) fun c _ _ => hq.nonneg σ c)
    · exact mul_nonneg (hq.nonneg σ τ) (le_min zero_le_one (div_pos (hπ τ) (hπ σ)).le)
  · rw [sum_congr rfl fun σ _ => bal σ τ, ← Finset.mul_sum, row, mul_one]
```

For any symmetric stochastic $q$ on configurations, the Metropolis matrix $P$ meets all four conditions for $\pi$. Only $\pi>0$ matters: `generalize` replaces the exponential by an arbitrary function and keeps the positivity `hπ`. Rows sum to one because the diagonal is one minus the rest (`row`). Multiplying through the minimum (`m`) gives
$$\pi(\sigma)\min\Big(1,\frac{\pi(\tau)}{\pi(\sigma)}\Big)=\min(\pi(\sigma),\pi(\tau)),$$
so for $\sigma\ne\tau$ the flux is $\pi(\sigma)P(\sigma,\tau)=q(\sigma,\tau)\min(\pi(\sigma),\pi(\tau))$, symmetric because $q$ is; for $\sigma=\tau$ the two sides of detailed balance coincide (`bal`). Off-diagonal entries are products of nonnegative factors, and the diagonal is nonnegative since
$$\sum_{\tau\ne\sigma}q(\sigma,\tau)A(\sigma,\tau)\le\sum_{\tau\ne\sigma}q(\sigma,\tau)\le\sum_\tau q(\sigma,\tau)=1.$$
The last line of the proof is stationarity:
$$\sum_\sigma\pi(\sigma)P(\sigma,\tau)=\sum_\sigma\pi(\tau)P(\tau,\sigma)=\pi(\tau).$$

```lean
/-- With at least two sites and two species, any mixture of species changes and swaps is a
symmetric stochastic proposal, and its Metropolis matrix is stochastic, reversible and
stationary for the semigrand weight. -/
theorem alloy_monte_carlo (hι : 2 ≤ Fintype.card ι) (hS : 2 ≤ Fintype.card S)
    (β : ℝ) (E : (ι → S) → ℝ) (μ : S → ℝ) {p : ℝ} (hp0 : 0 ≤ p) (hp1 : p ≤ 1) :
    IsSymmStochastic (mixedProposal (ι := ι) (S := S) p) ∧
      IsReversibleKernel (weight β E μ) (metropolis (weight β E μ) (mixedProposal p)) := by
  have hf := flip_symmStochastic (ι := ι) (S := S) (by omega) hS
  have hs := swap_symmStochastic (ι := ι) (S := S) hι
  have hm : IsSymmStochastic (mixedProposal (ι := ι) (S := S) p) := by
    refine ⟨fun σ τ => ?_, fun σ τ => ?_, fun σ => ?_⟩
    · exact add_nonneg (mul_nonneg hp0 (hf.nonneg σ τ))
        (mul_nonneg (sub_nonneg.mpr hp1) (hs.nonneg σ τ))
    · unfold mixedProposal
      rw [hf.symm σ τ, hs.symm σ τ]
    · simp only [mixedProposal]
      rw [sum_add_distrib, ← Finset.mul_sum, ← Finset.mul_sum, hf.row, hs.row]
      ring
  exact ⟨hm, semigrand_metropolis β E μ hm⟩
```

For $L\ge2$, $K\ge2$ and $0\le p\le1$, the symbol `∧` joins two claims: $q_p$ is symmetric and stochastic, and its Metropolis matrix is stochastic, reversible and stationary for $\pi$. The values $p=1$ and $p=0$ give the pure moves. In `hm` the entries are nonnegative since $p$ and $1-p$ are, symmetry holds in each term, and the row sum is $p\cdot1+(1-p)\cdot1=1$. Then `semigrand_metropolis` applies.

## The swap chain at fixed composition

```lean
/-- Every nonzero entry of the swap Metropolis matrix links configurations with the same
number of atoms of each species. -/
theorem swap_chain_conserves (π : (ι → S) → ℝ) {σ τ : ι → S}
    (h : metropolis π swapProposal σ τ ≠ 0) (a : S) : numAtoms a τ = numAtoms a σ := by
  by_cases hστ : σ = τ
  · rw [hστ]
  · rw [metropolis, if_neg hστ, swapProposal] at h
    obtain ⟨i, _, hi⟩ :=
      exists_ne_zero_of_sum_ne_zero (div_ne_zero_iff.mp (left_ne_zero_of_mul h)).1
    obtain ⟨j, _, hj⟩ := exists_ne_zero_of_sum_ne_zero hi
    have hτ : τ = σ ∘ Equiv.swap i j := by
      by_contra hc
      exact hj (if_neg hc)
    rw [hτ, numAtoms_swap]
```

If $P$ is built from $q_s$ and any weight, $P(\sigma,\tau)\ne0$ implies $N_a(\tau)=N_a(\sigma)$ for every $a$. The case $\sigma=\tau$ is immediate. Otherwise $q_s(\sigma,\tau)\ne0$, so some term of the double sum is nonzero (`exists_ne_zero_of_sum_ne_zero`, twice), which means $\tau=\sigma^{ij}$ for some pair, and `numAtoms_swap` finishes.

```lean
/-- For any chemical potentials, the swap Metropolis matrix leaves the canonical weight of
every fixed composition stationary. -/
theorem swap_chain_canonical (hι : 2 ≤ Fintype.card ι) (β : ℝ) (E : (ι → S) → ℝ)
    (μ : S → ℝ) (n : S → ℕ) (τ : ι → S) :
    ∑ σ, canonicalWeight β E n σ * metropolis (weight β E μ) swapProposal σ τ =
      canonicalWeight β E n τ := by
  have hw : ∀ σ, Real.exp (-β * E σ) =
      Real.exp (-β * ∑ a, μ a * (numAtoms a σ : ℝ)) * weight β E μ σ := by
    intro σ
    unfold weight
    rw [← Real.exp_add]
    congr 1
    ring
  -- the factor relating the two weights depends only on the conserved composition
  have key : ∀ σ, canonicalWeight β E n σ * metropolis (weight β E μ) swapProposal σ τ =
      (if ∀ a, numAtoms a τ = n a then Real.exp (-β * ∑ a, μ a * (numAtoms a τ : ℝ)) else 0) *
        (weight β E μ σ * metropolis (weight β E μ) swapProposal σ τ) := by
    intro σ
    by_cases hP : metropolis (weight β E μ) swapProposal σ τ = 0
    · simp [hP]
    · have hN := swap_chain_conserves _ hP
      unfold canonicalWeight
      simp only [hN]
      split_ifs
      · rw [hw σ, mul_assoc]
      · simp
  rw [sum_congr rfl fun σ _ => key σ, ← Finset.mul_sum,
    (semigrand_metropolis β E μ (swap_symmStochastic hι)).stationary τ]
  unfold canonicalWeight
  split_ifs
  · exact (hw τ).symm
  · simp

end

end AlloyMonteCarlo
```

For $L\ge2$, any $\mu_a$ and any composition $n$, the swap matrix $P$ built from $\pi$ satisfies $\sum_\sigma w_n(\sigma)P(\sigma,\tau)=w_n(\tau)$. By `hw`, $e^{-\beta E(\sigma)}=e^{-\beta\sum_a\mu_aN_a(\sigma)}\,\pi(\sigma)$, so $w_n(\sigma)=g(\sigma)\pi(\sigma)$ with
$$g(\sigma)=[N_a(\sigma)=n_a \text{ for all } a]\;e^{-\beta\sum_a\mu_aN_a(\sigma)}.$$
The factor $g$ depends on the composition alone, so $g(\sigma)=g(\tau)$ wherever $P(\sigma,\tau)\ne0$, and the remaining terms vanish (`key`). Pulling $g(\tau)$ out of the sum and using stationarity of $\pi$,
$$\sum_\sigma w_n(\sigma)P(\sigma,\tau)=g(\tau)\sum_\sigma\pi(\sigma)P(\sigma,\tau)=g(\tau)\pi(\tau)=w_n(\tau).$$
If no configuration has composition $n$, both sides are zero; otherwise dividing by $\sum_\sigma w_n(\sigma)$ gives the canonical probabilities.

```lean
#print axioms AlloyMonteCarlo.weight_ratio_flip
#print axioms AlloyMonteCarlo.weight_ratio_swap
#print axioms AlloyMonteCarlo.alloy_monte_carlo
#print axioms AlloyMonteCarlo.swap_chain_canonical
```

```
'AlloyMonteCarlo.weight_ratio_flip' depends on axioms: [propext, Classical.choice, Quot.sound]
'AlloyMonteCarlo.weight_ratio_swap' depends on axioms: [propext, Classical.choice, Quot.sound]
'AlloyMonteCarlo.alloy_monte_carlo' depends on axioms: [propext, Classical.choice, Quot.sound]
'AlloyMonteCarlo.swap_chain_canonical' depends on axioms: [propext, Classical.choice, Quot.sound]
```

## Scope and a related acceptance rule

The theorems concern a single step of the chain. They say nothing about irreducibility, uniqueness of the stationary distribution, convergence from a given start, or relaxation times; for pure swaps each composition that occurs carries its own stationary weight $w_n$. Atomic displacements and volume changes lie beyond the model. Swaps restricted to nearest neighbours or to unlike pairs are not worked out here; `semigrand_metropolis` applies to them whenever the proposal matrix is symmetric and stochastic.

The balance argument uses two features of the acceptance: it lies between 0 and 1, and $\pi(a)A(a,b)$ is symmetric. The Barker rule $A(a,b)=\pi(b)/(\pi(a)+\pi(b))$, which for species changes with $K=2$ reproduces the single-site heat-bath update, has both, since $\pi(a)A(a,b)=\pi(a)\pi(b)/(\pi(a)+\pi(b))$. With the same proposals, and each diagonal entry again set to one minus the rest of its row, it therefore gives a stochastic, reversible matrix with $\pi$ stationary, a variant argued here on paper and absent from the Lean code.
